# In a two-state model with nonzero transition dipole, a ghost function shifts the dipole at first order in the coupling and the energy at second order

Let index 0 denote an atomic state at energy zero and index 1 a ghost function, orthonormalised to it, at energy \(G>0\); let \(w\) be the real coupling between them, \(m\) their transition dipole and \(n\) the dipole of the ghost function. State vectors are real and normalised, the dipole of the atomic state is zero, and \(s=\sqrt{G^2+4w^2}\).

```lean
import Mathlib

open Matrix Filter Topology

namespace GhostFunctionDipole

noncomputable section

/-- The Hamiltonian of an atomic state at energy zero and an orthonormalised ghost function
at energy `G`, coupled by `w`. -/
def hamiltonian (G w : ℝ) : Matrix (Fin 2) (Fin 2) ℝ := !![0, w; w, G]

/-- The dipole matrix with transition dipole `m` and ghost-function dipole `n`. -/
def dipole (m n : ℝ) : Matrix (Fin 2) (Fin 2) ℝ := !![0, m; m, n]

/-- The expectation value of the observable `A` in the real state vector `v`. -/
def expect (A : Matrix (Fin 2) (Fin 2) ℝ) (v : Fin 2 → ℝ) : ℝ := v ⬝ᵥ A *ᵥ v

/-- A ground vector is normalised and has the least energy among normalised vectors. -/
def IsGround (A : Matrix (Fin 2) (Fin 2) ℝ) (v : Fin 2 → ℝ) : Prop :=
  v ⬝ᵥ v = 1 ∧ ∀ u : Fin 2 → ℝ, u ⬝ᵥ u = 1 → expect A v ≤ expect A u

/-- The root `s = √(G² + 4w²)`. -/
def root (G w : ℝ) : ℝ := √(G ^ 2 + 4 * w ^ 2)

/-- The vector `((s + G)/2, -w)` divided by its Euclidean length. -/
def groundVector (G w : ℝ) : Fin 2 → ℝ :=
  ![(root G w + G) / 2 / √(((root G w + G) / 2) ^ 2 + w ^ 2),
    -w / √(((root G w + G) / 2) ^ 2 + w ^ 2)]

lemma root_sq (G w : ℝ) : root G w ^ 2 = G ^ 2 + 4 * w ^ 2 :=
  Real.sq_sqrt (by positivity)

lemma root_pos {G : ℝ} (hG : 0 < G) (w : ℝ) : 0 < root G w :=
  Real.sqrt_pos.2 (by positivity)

lemma dot_self (v : Fin 2 → ℝ) : v ⬝ᵥ v = v 0 ^ 2 + v 1 ^ 2 := by
  rw [dotProduct, Fin.sum_univ_two]
  ring

lemma expect_eq (q r : ℝ) (v : Fin 2 → ℝ) :
    expect !![0, q; q, r] v = 2 * q * (v 0 * v 1) + r * v 1 ^ 2 := by
  simp [expect, Matrix.mulVec, dotProduct, Fin.sum_univ_two]
  ring

/-- For a normalised vector, the energy above `(G - s)/2` is a perfect square up to the
factor `(s + G)/2`. -/
theorem energy_complete_square (G w : ℝ) (u : Fin 2 → ℝ) (hu : u ⬝ᵥ u = 1) :
    (root G w + G) / 2 * (expect (hamiltonian G w) u - (G - root G w) / 2)
      = (w * u 0 + (root G w + G) / 2 * u 1) ^ 2 := by
  rw [dot_self] at hu
  rw [hamiltonian, expect_eq]
  linear_combination (root G w + G) / 2 * ((G - root G w) / 2) * hu
    + u 0 ^ 2 / 4 * root_sq G w

/-- No normalised vector has energy below `(G - s)/2`. -/
theorem energy_lower_bound {G : ℝ} (hG : 0 < G) (w : ℝ) (u : Fin 2 → ℝ)
    (hu : u ⬝ᵥ u = 1) : (G - root G w) / 2 ≤ expect (hamiltonian G w) u := by
  have hc : 0 < (root G w + G) / 2 := by linarith [root_pos hG w]
  have h := energy_complete_square G w u hu
  have h2 := sq_nonneg (w * u 0 + (root G w + G) / 2 * u 1)
  rw [← h] at h2
  linarith [nonneg_of_mul_nonneg_right h2 hc]

/-- The explicit vector `groundVector G w` is normalised and has energy `(G - s)/2`. -/
theorem groundVector_energy {G : ℝ} (hG : 0 < G) (w : ℝ) :
    groundVector G w ⬝ᵥ groundVector G w = 1 ∧
      expect (hamiltonian G w) (groundVector G w) = (G - root G w) / 2 := by
  have hc : 0 < (root G w + G) / 2 := by linarith [root_pos hG w]
  have hp : 0 < ((root G w + G) / 2) ^ 2 + w ^ 2 := by
    linarith [pow_pos hc 2, sq_nonneg w]
  have h0 : groundVector G w 0
      = (root G w + G) / 2 / √(((root G w + G) / 2) ^ 2 + w ^ 2) := rfl
  have h1 : groundVector G w 1 = -w / √(((root G w + G) / 2) ^ 2 + w ^ 2) := rfl
  have hu : groundVector G w ⬝ᵥ groundVector G w = 1 := by
    rw [dot_self, h0, h1, div_pow _ (√_), div_pow _ (√_), ← add_div, neg_sq,
      Real.sq_sqrt hp.le, div_self hp.ne']
  refine ⟨hu, ?_⟩
  -- the square vanishes for this vector
  have h := energy_complete_square G w _ hu
  have hz : w * groundVector G w 0 + (root G w + G) / 2 * groundVector G w 1 = 0 := by
    rw [h0, h1]
    ring
  rw [hz, zero_pow two_ne_zero] at h
  linarith [(mul_eq_zero.1 h).resolve_left hc.ne']

/-- The explicit vector `groundVector G w` is a ground vector of the Hamiltonian. -/
theorem isGround_witness {G : ℝ} (hG : 0 < G) (w : ℝ) :
    IsGround (hamiltonian G w) (groundVector G w) :=
  ⟨(groundVector_energy hG w).1, fun u hu =>
    (groundVector_energy hG w).2.le.trans (energy_lower_bound hG w u hu)⟩

/-- Every ground vector has energy `(G - s)/2`. -/
theorem ground_energy {G w : ℝ} (hG : 0 < G) {v : Fin 2 → ℝ}
    (hv : IsGround (hamiltonian G w) v) :
    expect (hamiltonian G w) v = (G - root G w) / 2 :=
  le_antisymm ((hv.2 _ (groundVector_energy hG w).1).trans (groundVector_energy hG w).2.le)
    (energy_lower_bound hG w v hv.1)

/-- Every ground vector has dipole `-2wm/s + n(1 - G/s)/2`. -/
theorem ground_dipole {G w : ℝ} (hG : 0 < G) (m n : ℝ) {v : Fin 2 → ℝ}
    (hv : IsGround (hamiltonian G w) v) :
    expect (dipole m n) v = -2 * w * m / root G w + n * (1 - G / root G w) / 2 := by
  have hs := root_pos hG w
  have hc : (root G w + G) / 2 ≠ 0 := by linarith
  have hsq := energy_complete_square G w v hv.1
  rw [ground_energy hG hv, sub_self, mul_zero] at hsq
  have hu := hv.1
  rw [dot_self] at hu
  -- the two rows of the eigenvalue equation
  have e1 : w * v 0 + (root G w + G) / 2 * v 1 = 0 := pow_eq_zero_iff two_ne_zero |>.1 hsq.symm
  have e2 : w * v 1 = (G - root G w) / 2 * v 0 := by
    apply mul_left_cancel₀ hc
    linear_combination w * e1 + v 0 / 4 * root_sq G w
  -- coherence and ghost population
  have hab : v 0 * v 1 = -w / root G w := by
    rw [eq_div_iff hs.ne']
    linear_combination v 0 * e1 + v 1 * e2 - w * hu
  have hbb : v 1 ^ 2 = (root G w - G) / 2 / root G w := by
    rw [eq_div_iff hs.ne']
    linear_combination v 1 * e1 - v 0 * e2 - (G - root G w) / 2 * hu
  have hone : root G w / root G w = 1 := div_self hs.ne'
  rw [dipole, expect_eq, hab, hbb]
  linear_combination n / 2 * hone

lemma continuous_root (G : ℝ) : Continuous (root G) := by
  unfold root
  fun_prop

lemma root_zero {G : ℝ} (hG : 0 < G) : root G 0 = G := by
  simp [root, Real.sqrt_sq hG.le]

/-- As the coupling tends to zero, the ground energy divided by `w²` tends to `-1/G`. -/
theorem energy_second_order {G : ℝ} (hG : 0 < G) (v : ℝ → Fin 2 → ℝ)
    (hv : ∀ w, IsGround (hamiltonian G w) (v w)) :
    Tendsto (fun w => expect (hamiltonian G w) (v w) / w ^ 2) (𝓝[≠] 0) (𝓝 (-1 / G)) := by
  have hne : ∀ w, root G w + G ≠ 0 := fun w => by linarith [root_pos hG w]
  have hf : Continuous fun w => -2 / (root G w + G) :=
    continuous_const.div ((continuous_root G).add continuous_const) hne
  have h0 : -2 / (root G 0 + G) = -1 / G := by
    rw [root_zero hG, div_eq_div_iff (by linarith) hG.ne']
    ring
  rw [← h0]
  refine ((hf.tendsto 0).mono_left nhdsWithin_le_nhds).congr' ?_
  filter_upwards [self_mem_nhdsWithin] with w hw
  have hw' : w ≠ 0 := hw
  rw [ground_energy hG (hv w), div_eq_div_iff (hne w) (pow_ne_zero 2 hw')]
  linear_combination (1 / 2) * root_sq G w

/-- As the coupling `w` tends to zero, the ground-state dipole divided by `w` tends to
`-2m/G`, while the ground energy divided by `w` tends to zero. -/
theorem dipole_first_order {G : ℝ} (hG : 0 < G) (m n : ℝ) (v : ℝ → Fin 2 → ℝ)
    (hv : ∀ w, IsGround (hamiltonian G w) (v w)) :
    Tendsto (fun w => expect (dipole m n) (v w) / w) (𝓝[≠] 0) (𝓝 (-2 * m / G)) ∧
      Tendsto (fun w => expect (hamiltonian G w) (v w) / w) (𝓝[≠] 0) (𝓝 0) := by
  constructor
  · have hs : ∀ w, root G w ≠ 0 := fun w => (root_pos hG w).ne'
    have hne : ∀ w, root G w + G ≠ 0 := fun w => by linarith [root_pos hG w]
    have hf : Continuous fun w =>
        -2 * m / root G w + 2 * n * w / (root G w * (root G w + G)) :=
      (continuous_const.div (continuous_root G) hs).add
        ((continuous_const.mul continuous_id).div
          ((continuous_root G).mul ((continuous_root G).add continuous_const))
          fun w => mul_ne_zero (hs w) (hne w))
    have h := (hf.tendsto 0).mono_left (nhdsWithin_le_nhds (s := {0}ᶜ))
    simp only [root_zero hG, mul_zero, zero_div, add_zero] at h
    refine h.congr' ?_
    filter_upwards [self_mem_nhdsWithin] with w hw
    have hw' : w ≠ 0 := hw
    have h1 := hs w
    have h2 := hne w
    -- rationalise the difference `1 - G / s`
    have key : 1 - G / root G w = 4 * w ^ 2 / (root G w * (root G w + G)) := by
      rw [eq_div_iff (mul_ne_zero h1 h2)]
      have h3 : G / root G w * root G w = G := div_mul_cancel₀ G h1
      linear_combination root_sq G w - (root G w + G) * h3
    rw [ground_dipole hG m n (hv w), key]
    field_simp
    ring
  · -- energy / w = w * (energy / w²)
    have hid : Tendsto (fun w : ℝ => w) (𝓝[≠] 0) (𝓝 0) :=
      tendsto_id.mono_left nhdsWithin_le_nhds
    have h := hid.mul (energy_second_order hG v hv)
    rw [zero_mul] at h
    refine h.congr' ?_
    filter_upwards [self_mem_nhdsWithin] with w hw
    have hw' : w ≠ 0 := hw
    field_simp

end

end GhostFunctionDipole
```

```lean
#print axioms GhostFunctionDipole.dipole_first_order
```

```
'GhostFunctionDipole.dipole_first_order' depends on axioms: [propext, Classical.choice, Quot.sound]
```

## The ground state and its two small quantities

The Hamiltonian and the dipole operator are the matrices

\[
H=\begin{pmatrix}0&w\\ w&G\end{pmatrix},\qquad
D=\begin{pmatrix}0&m\\ m&n\end{pmatrix},
\]

written `hamiltonian G w` and `dipole m n`. The expectation value of an observable \(A\) in the vector \(v\) is `expect A v`, that is \(v\cdot Av\). The number \(s\) is `root G w`.

The predicate `IsGround A v` defines a ground vector variationally: \(v\cdot v=1\), and no normalised real vector has a lower expectation value of \(A\). No eigenvalue equation is assumed.

For \(G>0\) and any real \(w\), `ground_energy` and `ground_dipole` say that every ground vector \(v\) of \(H\) satisfies

\[
v\cdot Hv=\frac{G-s}{2},\qquad
v\cdot Dv=-\frac{2wm}{s}+\frac n2\left(1-\frac Gs\right).
\]

The theorem `isGround_witness` supplies an explicit ground vector for each \(w\), so these statements are never empty.

The two limit theorems take a function `v` that assigns a ground vector to every value of \(w\). They state that, as \(w\to0\) through nonzero values of either sign,

\[
\frac{v\cdot Dv}{w}\to-\frac{2m}{G},\qquad
\frac{v\cdot Hv}{w}\to0,\qquad
\frac{v\cdot Hv}{w^2}\to-\frac1G .
\]

The first two limits are `dipole_first_order`, and the third is `energy_second_order`. The function `v` need not be continuous. The sign of the vector may be chosen afresh at each \(w\), because both expectation values are quadratic in \(v\).

## What the matrix elements stand for

A ghost function is a basis function placed where there is no nucleus. An atom described in its own finite basis can use such a function to lower its energy, which is the origin of basis set superposition error. Here the atom's own basis has been reduced to one state, and the neighbour's basis to one function.

The coupling \(w\) measures a deficiency of the atomic state. If that state were an exact eigenstate of the full Hamiltonian, its matrix element with any function orthogonal to it would vanish, and the ghost function would leave it alone. The condition \(G>0\) says that the ghost function lies above the atomic state in energy, so that at zero coupling the ground state is the atom's own.

The zero in the upper left corner of \(D\) represents an atomic state of definite parity, with the dipole origin at the nucleus. Any dipole found in the ground state is therefore spurious. The electron's charge and the chosen direction are absorbed into \(m\) and \(n\).

In this non-interacting two-state model, the result shows that a small superposition error in the energy need not mean an equally small error in the dipole. The limits keep \(G\), \(m\) and \(n\) fixed while \(w\) varies. Moving a real ghost centre away from an atom changes all four numbers together, and the model does not describe how. Electron repulsion, self-consistency and larger basis sets are also absent.

## Completing the square in the energy

Put \(c=(s+G)/2\), which is positive. Since \(s^2=G^2+4w^2\),

\[
c\,\frac{s-G}{2}=\frac{s^2-G^2}{4}=w^2 .
\]

Because \((s-G)/2=c-G\), this also reads \(c^2=cG+w^2\).

For a normalised vector \(u\) the energy is \(2wu_0u_1+Gu_1^2\). Subtract \((G-s)/2\), multiply by \(c\), and use \(u_0^2+u_1^2=1\) in the constant term:

\[
\begin{aligned}
c\left(u\cdot Hu-\frac{G-s}{2}\right)
&=2wc\,u_0u_1+cG\,u_1^2+w^2(u_0^2+u_1^2)\\
&=w^2u_0^2+2wc\,u_0u_1+c^2u_1^2\\
&=(wu_0+cu_1)^2 .
\end{aligned}
\]

This is `energy_complete_square`. Its proof expands the matrix products with `dot_self` and `expect_eq`; `linear_combination` then combines the normalisation condition with `root_sq`, the identity for \(s^2\). Since a square is nonnegative and \(c>0\), no normalised vector has energy below \((G-s)/2\), which is `energy_lower_bound`.

The bound is attained when \(wu_0+cu_1=0\). The vector `groundVector G w` is the normalised solution

\[
\frac{1}{\sqrt{c^2+w^2}}\begin{pmatrix}c\\-w\end{pmatrix}.
\]

The theorem `groundVector_energy` checks its norm, shows that the square vanishes and cancels the factor \(c\) to obtain the energy. Together with the lower bound this gives `isGround_witness`.

Now let \(v\) be any ground vector. Its energy is at most that of the explicit vector and at least the lower bound, so it equals \((G-s)/2\). The two inequalities are joined by `le_antisymm` in `ground_energy`.

## From the vanishing square to the dipole

With the energy known, the left side of the square identity is zero for \(v\), and hence

\[
wv_0+cv_1=0 .
\]

Multiplying by \(w\), replacing \(w^2\) by \(c(s-G)/2\) and cancelling \(c\) gives a second relation,

\[
wv_1=\frac{G-s}{2}\,v_0 .
\]

These are the two rows of the eigenvalue equation, called `e1` and `e2` in the proof of `ground_dipole`. They have been derived from minimality.

Multiply the first relation by \(v_0\) and the second by \(v_1\):

\[
wv_0^2+cv_0v_1=0,\qquad
wv_1^2=\frac{G-s}{2}\,v_0v_1 .
\]

Adding \(wv_0^2=-cv_0v_1\) to the second equation and using normalisation gives

\[
w=\left(\frac{G-s}{2}-\frac{s+G}{2}\right)v_0v_1=-s\,v_0v_1,
\qquad\text{so}\qquad v_0v_1=-\frac ws .
\]

For the ghost population, multiply the first relation by \(v_1\) and the second by \(v_0\). Eliminating \(wv_0v_1\) leaves

\[
cv_1^2=\frac{s-G}{2}\,v_0^2=\frac{s-G}{2}\,(1-v_1^2).
\]

The coefficients of \(v_1^2\) add up to \(c+(s-G)/2=s\), and therefore

\[
v_1^2=\frac{s-G}{2s}=\frac12\left(1-\frac Gs\right).
\]

In the file these results are `hab` and `hbb`, each obtained by the same multiplications inside a `linear_combination`. The dipole expectation value is \(2m\,v_0v_1+n\,v_1^2\), and substitution gives the stated formula. The argument includes \(w=0\), where the ground vector is \((\pm1,0)\) and the dipole is zero.

The first term comes from the product of the two amplitudes, which is linear in \(w\) at small coupling. The second comes from the ghost population, which is quadratic. If \(m=0\), the linear term is absent and the first limit is zero.

## Dividing by the coupling

The differences \(1-G/s\) and \(G-s\) both vanish at \(w=0\). Rationalising them makes their order visible:

\[
1-\frac Gs=\frac{s^2-G^2}{s(s+G)}=\frac{4w^2}{s(s+G)},\qquad
\frac{G-s}{2}=-\frac{2w^2}{s+G}.
\]

For \(w\ne0\) it follows that

\[
\frac{v\cdot Dv}{w}=-\frac{2m}{s}+\frac{2nw}{s(s+G)},\qquad
\frac{v\cdot Hv}{w^2}=-\frac{2}{s+G}.
\]

The right sides are continuous at \(w=0\), where `root_zero` gives \(s=G\). Their values there are \(-2m/G\) and \(-1/G\). The remaining limit follows from

\[
\frac{v\cdot Hv}{w}=w\,\frac{v\cdot Hv}{w^2}\to0\cdot\left(-\frac1G\right)=0 .
\]

The Lean proofs follow this route. They establish continuity of the rationalised expressions, using `continuous_root`, and take their limits at zero. The step `congr'` then transfers each limit to the original quotient, which agrees with the rationalised one at every nonzero \(w\). The identity named `key` is the rationalisation of \(1-G/s\).

## The same quantities in a ghost-basis calculation

In a counterpoise calculation, an atom is computed with the basis functions of its partner present but without the partner's nuclei and electrons. The energy from this run enters the correction. The dipole from the same run can be inspected as well: for an atom whose dipole must vanish by symmetry, a nonzero value along the line to the ghost centre shows that the borrowed functions have polarised the density.

Atomic and ghost functions usually overlap in such a calculation. To reach the matrices used here from one atomic and one ghost function, subtract from the ghost function its projection on the atomic state, normalise the remainder, and transform the Hamiltonian and dipole matrices in the same way. Symmetric orthogonalisation would mix the atomic state too, and index 0 would no longer refer to the unperturbed atom. After the transformation, a constant shift of the Hamiltonian sets the atomic energy to zero.

A short program can then diagonalise \(H\), take the normalised eigenvector of the lowest eigenvalue and evaluate \(v\cdot Dv\). The arbitrary sign returned by the eigensolver has no effect. If the closed formulas are coded instead, the rationalised forms are preferable at small \(w\), since computing \(G-s\) directly subtracts two nearly equal floating-point numbers.
